# At finite temperature, the Hubbard atom obeys Wick's rule for four ladder operators exactly when U = 0

Give the four states of two fermion modes (empty, mode 1 filled, mode 2 filled, both filled) the weights \(1,1,1,y\) with \(y>0\); the occupation numbers \(n_1,n_2\) then satisfy \(\langle n_1n_2\rangle-\langle n_1\rangle\langle n_2\rangle=\frac{y}{3+y}-\left(\frac{1+y}{3+y}\right)^2=\frac{y-1}{(3+y)^2}\), which vanishes only for \(y=1\). The Hubbard atom with level energy \(\varepsilon\), measured from the chemical potential, and interaction energy \(U\), in grand-canonical equilibrium at inverse temperature \(\beta>0\), has the weights \(1,x,x,x^2y\) with \(x=e^{-\beta\varepsilon}\) and \(y=e^{-\beta U}\). The Lean file below shows that for these weights Wick's rule holds for every product of four ladder operators if and only if \(y=1\), that is, \(U=0\).

```lean
import Mathlib

open Matrix NormedSpace

namespace HubbardAtomWick

noncomputable section

/-- Real operators on the Fock space of two modes, in the basis of zero particles, mode 1 filled,
mode 2 filled, both filled. -/
abbrev Op := Matrix (Fin 4) (Fin 4) ℝ

/-- The Jordan-Wigner annihilator of mode 1. -/
def a1 : Op := !![0, 1, 0, 0; 0, 0, 0, 0; 0, 0, 0, 1; 0, 0, 0, 0]

/-- The Jordan-Wigner annihilator of mode 2, with the fermionic sign on the filled state. -/
def a2 : Op := !![0, 0, 1, 0; 0, 0, 0, -1; 0, 0, 0, 0; 0, 0, 0, 0]

/-- The number operator of mode 1. -/
def n1 : Op := a1ᵀ * a1

/-- The number operator of mode 2. -/
def n2 : Op := a2ᵀ * a2

/-- The four ladder operators: two annihilators, then their two creators. -/
def ladder : Fin 4 → Op := ![a1, a2, a1ᵀ, a2ᵀ]

/-- The values of the anticommutators of the ladder operators. -/
def pairing : Op := !![0, 0, 1, 0; 0, 0, 0, 1; 1, 0, 0, 0; 0, 1, 0, 0]

/-- The unnormalised Gibbs matrix with weights 1, x, x, x²y. -/
def weight (x y : ℝ) : Op := Matrix.diagonal ![1, x, x, x ^ 2 * y]

/-- The expectation value tr(ρA)/tr(ρ), as a linear functional of the observable A. -/
def expect (ρ : Op) : Op →ₗ[ℝ] ℝ where
  toFun A := Matrix.trace (ρ * A) / Matrix.trace ρ
  map_add' A B := by rw [Matrix.mul_add, Matrix.trace_add, add_div]
  map_smul' r A := by
    rw [Matrix.mul_smul, Matrix.trace_smul, smul_eq_mul, mul_div_assoc]; rfl

/-- Wick's rule for four ladder operators: the expectation value of the product is the signed sum
over the three pairings. -/
def WickRule (ρ : Op) : Prop := ∀ i j k l,
  expect ρ (ladder i * ladder j * ladder k * ladder l) =
    expect ρ (ladder i * ladder j) * expect ρ (ladder k * ladder l)
    - expect ρ (ladder i * ladder k) * expect ρ (ladder j * ladder l)
    + expect ρ (ladder i * ladder l) * expect ρ (ladder j * ladder k)

/-- The Hubbard atom with level energy ε and repulsion U. -/
def hubbard (ε U : ℝ) : Op := ε • (n1 + n2) + U • (n1 * n2)

/-- Both number operators are diagonal in the occupation basis, with entries 0 and 1. -/
theorem number_diagonal :
    n1 = Matrix.diagonal ![0, 1, 0, 1] ∧ n2 = Matrix.diagonal ![0, 0, 1, 1] := by
  constructor <;> ext i j <;> fin_cases i <;> fin_cases j <;>
    simp [n1, n2, a1, a2, Matrix.mul_apply, Fin.sum_univ_four]

/-- The partition function is Z = 1 + 2x + x²y. -/
theorem partition_function (x y : ℝ) :
    Matrix.trace (weight x y) = 1 + 2 * x + x ^ 2 * y := by
  rw [weight, Matrix.trace_diagonal, Fin.sum_univ_four]
  simp
  ring

/-- The density correlation of the two modes, multiplied by Z², equals x²(y − 1). -/
theorem density_correlation {x y : ℝ} (hx : 0 < x) (hy : 0 < y) :
    (1 + 2 * x + x ^ 2 * y) ^ 2 *
      (expect (weight x y) (n1 * n2) - expect (weight x y) n1 * expect (weight x y) n2)
      = x ^ 2 * (y - 1) := by
  have hZ : 1 + 2 * x + x ^ 2 * y ≠ 0 := by positivity
  obtain ⟨h1, h2⟩ := number_diagonal
  have e12 : expect (weight x y) (n1 * n2) = x ^ 2 * y / (1 + 2 * x + x ^ 2 * y) := by
    change Matrix.trace (weight x y * (n1 * n2)) / Matrix.trace (weight x y) = _
    rw [partition_function, h1, h2, weight, Matrix.diagonal_mul_diagonal,
      Matrix.diagonal_mul_diagonal, Matrix.trace_diagonal, Fin.sum_univ_four]
    simp
  have e1 : expect (weight x y) n1 = (x + x ^ 2 * y) / (1 + 2 * x + x ^ 2 * y) := by
    change Matrix.trace (weight x y * n1) / Matrix.trace (weight x y) = _
    rw [partition_function, h1, weight, Matrix.diagonal_mul_diagonal,
      Matrix.trace_diagonal, Fin.sum_univ_four]
    simp
  have e2 : expect (weight x y) n2 = (x + x ^ 2 * y) / (1 + 2 * x + x ^ 2 * y) := by
    change Matrix.trace (weight x y * n2) / Matrix.trace (weight x y) = _
    rw [partition_function, h2, weight, Matrix.diagonal_mul_diagonal,
      Matrix.trace_diagonal, Fin.sum_univ_four]
    simp
  rw [e12, e1, e2]
  field_simp
  ring

set_option maxHeartbeats 400000 in
/-- The canonical anticommutation relations of the four ladder operators. -/
theorem anticommutator (i j : Fin 4) :
    ladder i * ladder j + ladder j * ladder i = pairing i j • (1 : Op) := by
  -- six relations are computed entry by entry
  obtain ⟨h11, h22, h12, c11, c22, c12⟩ :
      a1 * a1 = 0 ∧ a2 * a2 = 0 ∧ a1 * a2 + a2 * a1 = 0 ∧ a1 * a1ᵀ + a1ᵀ * a1 = 1 ∧
        a2 * a2ᵀ + a2ᵀ * a2 = 1 ∧ a1 * a2ᵀ + a2ᵀ * a1 = 0 := by
    refine ⟨?_, ?_, ?_, ?_, ?_, ?_⟩ <;> ext r s <;> fin_cases r <;> fin_cases s <;>
      simp [-Matrix.cons_mul, a1, a2, Matrix.mul_apply, Fin.sum_univ_four]
  -- the others follow by exchange and transposition
  have h21 := (add_comm (a2 * a1) (a1 * a2)).trans h12
  have d11 := (add_comm (a1ᵀ * a1) (a1 * a1ᵀ)).trans c11
  have d22 := (add_comm (a2ᵀ * a2) (a2 * a2ᵀ)).trans c22
  have d12 := (add_comm (a2ᵀ * a1) (a1 * a2ᵀ)).trans c12
  have t11 : a1ᵀ * a1ᵀ = 0 := by rw [← Matrix.transpose_mul, h11, Matrix.transpose_zero]
  have t22 : a2ᵀ * a2ᵀ = 0 := by rw [← Matrix.transpose_mul, h22, Matrix.transpose_zero]
  have t12 : a1ᵀ * a2ᵀ + a2ᵀ * a1ᵀ = 0 := by
    rw [← Matrix.transpose_mul a2 a1, ← Matrix.transpose_mul a1 a2, ← Matrix.transpose_add,
      h21, Matrix.transpose_zero]
  have t21 := (add_comm (a2ᵀ * a1ᵀ) (a1ᵀ * a2ᵀ)).trans t12
  have c21 : a2 * a1ᵀ + a1ᵀ * a2 = 0 := by
    have h := congrArg Matrix.transpose c12
    simpa only [Matrix.transpose_add, Matrix.transpose_mul, Matrix.transpose_transpose,
      Matrix.transpose_zero] using h
  have d21 := (add_comm (a1ᵀ * a2) (a2 * a1ᵀ)).trans c21
  fin_cases i <;> fin_cases j <;>
    simp [ladder, pairing, h11, h22, h12, h21, c11, c22, c12, c21, d11, d22, d12, d21,
      t11, t22, t12, t21]

/-- Carrying the first of four ladder operators to the last place leaves one anticommutator term for
each operator it passes. -/
theorem carry_through (i j k l : Fin 4) :
    ladder i * ladder j * ladder k * ladder l + ladder j * ladder k * ladder l * ladder i =
      pairing i j • (ladder k * ladder l) - pairing i k • (ladder j * ladder l)
        + pairing i l • (ladder j * ladder k) := by
  have key : ladder i * ladder j * ladder k * ladder l + ladder j * ladder k * ladder l * ladder i
      = (ladder i * ladder j + ladder j * ladder i) * (ladder k * ladder l)
        - ladder j * (ladder i * ladder k + ladder k * ladder i) * ladder l
        + ladder j * ladder k * (ladder i * ladder l + ladder l * ladder i) := by
    noncomm_ring
  rw [key, anticommutator i j, anticommutator i k, anticommutator i l]
  simp only [Matrix.smul_mul, Matrix.mul_smul, one_mul, mul_one]

/-- For the Gibbs weights 1, x, x, x², a ladder operator moves cyclically from the end of an average
to its front at the cost of a factor x for annihilators and 1/x for creators. -/
theorem thermal_cyclicity {x : ℝ} (hx : 0 < x) (i : Fin 4) (Y : Op) :
    expect (weight x 1) (Y * ladder i) =
      (![x, x, x⁻¹, x⁻¹] : Fin 4 → ℝ) i * expect (weight x 1) (ladder i * Y) := by
  have hne : x ≠ 0 := hx.ne'
  -- the ladder operator passes through the Gibbs matrix up to a factor
  have ex : ladder i * weight x 1 =
      (![x, x, x⁻¹, x⁻¹] : Fin 4 → ℝ) i • (weight x 1 * ladder i) := by
    fin_cases i <;> ext r s <;> fin_cases r <;> fin_cases s <;>
      simp [ladder, weight, a1, a2, Matrix.mul_apply, Matrix.diagonal_apply, hne] <;>
      first | ring1 | field_simp
  change Matrix.trace (weight x 1 * (Y * ladder i)) / Matrix.trace (weight x 1) =
    _ * (Matrix.trace (weight x 1 * (ladder i * Y)) / Matrix.trace (weight x 1))
  rw [← Matrix.mul_assoc (weight x 1) Y (ladder i),
    Matrix.trace_mul_comm (weight x 1 * Y) (ladder i),
    ← Matrix.mul_assoc (ladder i) (weight x 1) Y, ex, Matrix.smul_mul, Matrix.trace_smul,
    smul_eq_mul, Matrix.mul_assoc (weight x 1) (ladder i) Y, mul_div_assoc]

/-- The thermal state of two modes with equal level energies and no interaction obeys Wick's rule
for every product of four ladder operators. -/
theorem wick_free {x : ℝ} (hx : 0 < x) : WickRule (weight x 1) := by
  intro i j k l
  have hZ : Matrix.trace (weight x 1) ≠ 0 := by
    rw [partition_function]; positivity
  have one : expect (weight x 1) 1 = 1 := by
    change Matrix.trace (weight x 1 * 1) / Matrix.trace (weight x 1) = 1
    rw [mul_one, div_self hZ]
  have hpos : 0 < (![x, x, x⁻¹, x⁻¹] : Fin 4 → ℝ) i := by
    fin_cases i <;> simp [hx]
  have cyc := thermal_cyclicity hx i
  generalize (![x, x, x⁻¹, x⁻¹] : Fin 4 → ℝ) i = q at hpos cyc
  -- each contraction is an anticommutator divided by 1 + q
  have con : ∀ m, (1 + q) * expect (weight x 1) (ladder i * ladder m) = pairing i m := by
    intro m
    have h := congrArg (expect (weight x 1)) (anticommutator i m)
    rw [map_add, map_smul, one, cyc (ladder m), smul_eq_mul] at h
    linear_combination h
  have h := congrArg (expect (weight x 1)) (carry_through i j k l)
  rw [map_add, map_add, map_sub, map_smul, map_smul, map_smul,
    cyc (ladder j * ladder k * ladder l)] at h
  simp only [smul_eq_mul, ← mul_assoc] at h
  have hq : 1 + q ≠ 0 := by positivity
  apply mul_left_cancel₀ hq
  linear_combination h - expect (weight x 1) (ladder k * ladder l) * con j
    + expect (weight x 1) (ladder j * ladder l) * con k
    - expect (weight x 1) (ladder j * ladder k) * con l

/-- The state with Gibbs weights 1, x, x, x²y obeys Wick's rule exactly when y = 1. -/
theorem wick_iff {x y : ℝ} (hx : 0 < x) (hy : 0 < y) : WickRule (weight x y) ↔ y = 1 := by
  constructor
  · intro h
    have h4 := h 2 0 3 1
    have e : ladder 2 * ladder 0 * ladder 3 * ladder 1 = n1 * n2 := by
      change a1ᵀ * a1 * a2ᵀ * a2 = a1ᵀ * a1 * (a2ᵀ * a2)
      exact mul_assoc _ _ _
    rw [e] at h4
    change expect (weight x y) (n1 * n2) = expect (weight x y) n1 * expect (weight x y) n2
      - expect (weight x y) (a1ᵀ * a2ᵀ) * expect (weight x y) (a1 * a2)
      + expect (weight x y) (a1ᵀ * a2) * expect (weight x y) (a1 * a2ᵀ) at h4
    -- the anomalous and the off-diagonal contraction vanish
    have t1 : Matrix.trace (weight x y * (a1ᵀ * a2ᵀ)) = 0 := by
      simp [weight, a1, a2, Matrix.trace, Matrix.mul_apply, Fin.sum_univ_four,
        Matrix.diagonal_apply]
    have t2 : Matrix.trace (weight x y * (a1ᵀ * a2)) = 0 := by
      simp [weight, a1, a2, Matrix.trace, Matrix.mul_apply, Fin.sum_univ_four,
        Matrix.diagonal_apply]
    have v1 : expect (weight x y) (a1ᵀ * a2ᵀ) = 0 := by
      change Matrix.trace (weight x y * (a1ᵀ * a2ᵀ)) / Matrix.trace (weight x y) = 0
      rw [t1, zero_div]
    have v2 : expect (weight x y) (a1ᵀ * a2) = 0 := by
      change Matrix.trace (weight x y * (a1ᵀ * a2)) / Matrix.trace (weight x y) = 0
      rw [t2, zero_div]
    rw [v1, v2] at h4
    have h5 : x ^ 2 * (y - 1) = 0 := by
      linear_combination (1 + 2 * x + x ^ 2 * y) ^ 2 * h4 - density_correlation hx hy
    have h6 := (mul_eq_zero.mp h5).resolve_left (by positivity)
    linarith
  · rintro rfl
    exact wick_free hx

/-- The Boltzmann operator exp(−βH) of the Hubbard atom is the Gibbs matrix with x = exp(−βε) and
y = exp(−βU). -/
theorem exp_hubbard (β ε U : ℝ) : NormedSpace.exp ((-β) • hubbard ε U) =
    weight (Real.exp (-(β * ε))) (Real.exp (-(β * U))) := by
  have hd : (-β) • hubbard ε U =
      Matrix.diagonal ![0, -(β * ε), -(β * ε), -(2 * β * ε) - β * U] := by
    rw [hubbard, number_diagonal.1, number_diagonal.2, Matrix.diagonal_mul_diagonal]
    ext i j
    fin_cases i <;> fin_cases j <;> simp
    ring
  have last : Real.exp (-(2 * β * ε) - β * U) =
      Real.exp (-(β * ε)) ^ 2 * Real.exp (-(β * U)) := by
    rw [pow_two, ← Real.exp_add, ← Real.exp_add]
    congr 1
    ring
  -- a diagonal matrix is exponentiated entry by entry
  have hexp : ∀ v : Fin 4 → ℝ, NormedSpace.exp (Matrix.diagonal v) =
      Matrix.diagonal (fun i => Real.exp (v i)) := by
    intro v
    rw [Matrix.exp_diagonal]
    refine congrArg Matrix.diagonal (funext fun i => ?_)
    rw [Real.exp_eq_exp_ℝ]
    exact NormedSpace.map_exp (Pi.evalRingHom (fun _ : Fin 4 => ℝ) i) (continuous_apply i) v
  rw [hd, hexp, weight]
  refine congrArg Matrix.diagonal (funext fun i => ?_)
  fin_cases i
  · simp
  · simp
  · simp
  · simpa using last

/-- At inverse temperature β > 0 the thermal state of the Hubbard atom obeys Wick's rule for four
ladder operators if and only if U = 0. -/
theorem hubbard_wick_iff {β : ℝ} (hβ : 0 < β) (ε U : ℝ) :
    WickRule (NormedSpace.exp ((-β) • hubbard ε U)) ↔ U = 0 := by
  rw [exp_hubbard, wick_iff (Real.exp_pos _) (Real.exp_pos _), Real.exp_eq_one_iff]
  simp [hβ.ne']

end

end HubbardAtomWick
```

```lean
#print axioms HubbardAtomWick.hubbard_wick_iff
```

```
'HubbardAtomWick.hubbard_wick_iff' depends on axioms: [propext, Classical.choice, Quot.sound]
```

## The Hubbard atom as a four-level system

The Hubbard atom is a single site with two spin orbitals, here called modes 1 and 2. Its Hamiltonian is

\[
H=\varepsilon(n_1+n_2)+U\,n_1n_2 ,
\]

where \(\varepsilon\) is the level energy, measured from the chemical potential, and \(U\) is the interaction energy of a doubly occupied site. Both may be any real numbers, so attraction is included. The two modes have the same level energy, which excludes a Zeeman splitting.

In Lean an operator is a real \(4\times4\) matrix, of type `Op`. The basis is ordered as empty, mode 1 filled, mode 2 filled, both filled. The annihilators `a1` and `a2` are explicit matrices, and the creators are their transposes, which are the adjoints because the entries are real. The entry \(-1\) in `a2` is the Jordan-Wigner sign: it fixes the doubly occupied state as \(a_1^\dagger a_2^\dagger|0\rangle\).

The function `ladder` numbers the operators from 0 to 3:

\[
c_0=a_1,\quad c_1=a_2,\quad c_2=a_1^\dagger,\quad c_3=a_2^\dagger .
\]

An expectation value is `expect ρ A`, that is \(\operatorname{tr}(\rho A)/\operatorname{tr}\rho\), so the Gibbs matrix need not be normalised. The proposition `WickRule ρ` says that for all indices \(i,j,k,l\), repetitions allowed,

\[
\langle c_ic_jc_kc_l\rangle=\langle c_ic_j\rangle\langle c_kc_l\rangle-\langle c_ic_k\rangle\langle c_jc_l\rangle+\langle c_ic_l\rangle\langle c_jc_k\rangle .
\]

These are equal-time averages of operators in the order written. The anomalous contractions, such as \(\langle a_1a_2\rangle\), are part of the rule and are not set to zero by definition. Wick's theorem for longer products, for time-ordered products or for more modes is not treated.

The final theorem, `hubbard_wick_iff`, states that for \(\beta>0\) the matrix exponential \(e^{-\beta H}\) satisfies `WickRule` if and only if \(U=0\). The condition on \(\beta\) excludes infinite temperature, where all four states have equal weight and the rule holds for every \(U\).

The density correlation computed in the next section also shows that, for this single site in grand-canonical equilibrium at a finite, nonzero temperature, the mean-field replacement of \(\langle n_1n_2\rangle\) by \(\langle n_1\rangle\langle n_2\rangle\) is exact only without interaction.

## The density correlation measures y − 1

Write \(W=\operatorname{diag}(1,x,x,x^2y)\) for the Gibbs matrix, `weight x y` in the file. Its trace is \(Z=1+2x+x^2y>0\). Mode 1 is filled in the second and fourth states, mode 2 in the third and fourth, so

\[
\langle n_1\rangle=\langle n_2\rangle=\frac{x+x^2y}{Z},\qquad \langle n_1n_2\rangle=\frac{x^2y}{Z}.
\]

Multiplying the correlation by \(Z^2\) gives

\[
x^2y(1+2x+x^2y)-(x+x^2y)^2=x^2y-x^2=x^2(y-1),
\]

since the terms \(2x^3y\) and \(x^4y^2\) cancel. This is `density_correlation`. Its proof takes the diagonal form of the number operators from `number_diagonal`, evaluates the three averages, and leaves the algebra to `field_simp` and `ring`.

## Without interaction, every fourfold product factorises

Now let \(y=1\). The argument carries the first operator of a product to its end and then brings it back through the trace.

The anticommutators are numbers: \(c_ic_j+c_jc_i=g_{ij}\), where \(g_{ij}\), called `pairing i j`, is 1 for an annihilator and its own creator, in either order, and 0 otherwise. The theorem `anticommutator` computes six of these relations entry by entry and obtains the rest by exchanging the summands or transposing.

Moving \(c_i\) past \(c_j\), \(c_k\) and \(c_l\) in turn gives

\[
c_ic_jc_kc_l=g_{ij}\,c_kc_l-g_{ik}\,c_jc_l+g_{il}\,c_jc_k-c_jc_kc_lc_i .
\]

This is `carry_through`, where `noncomm_ring` checks the regrouping into anticommutators.

For \(y=1\) the weight of a state is \(x\) to the power of its particle number. A ladder operator changes that number by one, hence

\[
c_iW=q_i\,Wc_i,\qquad q_i=x\ \text{for annihilators},\quad q_i=x^{-1}\ \text{for creators}.
\]

For any operator \(Y\), cyclicity of the trace then yields

\[
\operatorname{tr}(WYc_i)=\operatorname{tr}(c_iWY)=q_i\operatorname{tr}(Wc_iY),
\]

so \(\langle Yc_i\rangle=q_i\langle c_iY\rangle\). In `thermal_cyclicity`, the relation `ex` is the passage through \(W\), and `Matrix.trace_mul_comm` supplies the cyclic step.

Taking the average of the anticommutator, and using this with \(Y=c_m\), determines every contraction:

\[
(1+q_i)\langle c_ic_m\rangle=g_{im}.
\]

For example, \(\langle a_1^\dagger a_1\rangle=1/(1+x^{-1})\), which is the Fermi function when \(x=e^{-\beta\varepsilon}\).

Averaging the carried-through product, with \(Y=c_jc_kc_l\) in the last term, gives

\[
(1+q_i)\langle c_ic_jc_kc_l\rangle=g_{ij}\langle c_kc_l\rangle-g_{ik}\langle c_jc_l\rangle+g_{il}\langle c_jc_k\rangle .
\]

Replacing each \(g_{im}\) by \((1+q_i)\langle c_ic_m\rangle\) and dividing by \(1+q_i>0\) produces Wick's rule. The proof of `wick_free` follows these lines: `con` is the formula for the contractions, `mul_left_cancel₀` removes the common factor, and `linear_combination` carries out the substitution.

## One product detects the interaction

For the converse, let \(y>0\) be arbitrary and suppose that Wick's rule holds. Apply it to the indices \(2,0,3,1\), whose product is \(a_1^\dagger a_1a_2^\dagger a_2=n_1n_2\):

\[
\langle n_1n_2\rangle=\langle n_1\rangle\langle n_2\rangle-\langle a_1^\dagger a_2^\dagger\rangle\langle a_1a_2\rangle+\langle a_1^\dagger a_2\rangle\langle a_1a_2^\dagger\rangle .
\]

The operators \(a_1^\dagger a_2^\dagger\) and \(a_1^\dagger a_2\) change the occupations, so they have no diagonal entries, and their averages in the diagonal matrix \(W\) are zero. What remains is \(\langle n_1n_2\rangle=\langle n_1\rangle\langle n_2\rangle\). By the density correlation, \(x^2(y-1)=0\), and \(x>0\) forces \(y=1\). Together with the free case this is `wick_iff`.

## From the weights back to U

In the occupation basis \(H\) is diagonal with energies \(0,\varepsilon,\varepsilon,2\varepsilon+U\). Its Boltzmann factors are

\[
1,\quad e^{-\beta\varepsilon},\quad e^{-\beta\varepsilon},\quad e^{-2\beta\varepsilon-\beta U}=\left(e^{-\beta\varepsilon}\right)^2e^{-\beta U},
\]

which are the weights \(1,x,x,x^2y\) with \(x=e^{-\beta\varepsilon}\) and \(y=e^{-\beta U}\). The theorem `exp_hubbard` proves this for the matrix exponential itself, using `Matrix.exp_diagonal` to exponentiate entry by entry.

Both parameters are positive, so `wick_iff` applies. Its condition \(e^{-\beta U}=1\) means \(\beta U=0\), and for \(\beta>0\) this is \(U=0\).
